# Closed form of the static Coulomb hole for a model dielectric function

A Coulomb-hole energy computed by radial quadrature up to a finite momentum can converge smoothly to the wrong number. Refining the grid at a fixed cutoff never recovers the missing tail, and the energy stays too shallow. For the model below, an exact value exposes that error.

## From the screened interaction to an arctangent

Let $\varepsilon_0>1$ be the macroscopic dielectric constant, and take $b\ge 0$ and $c>0$. The model is
$$\varepsilon(q)=1+\frac{1}{D(q)},\qquad D(q)=\frac{1}{\varepsilon_0-1}+bq^2+cq^4 .$$
At $q=0$ it returns $\varepsilon_0$. The coefficient $b$ sets how screening weakens at small momentum, and $c$ makes $\varepsilon-1$ fall as $1/(cq^4)$ at large momentum, as for nearly free electrons.

In atomic units the static Coulomb hole is half the induced interaction at zero distance. The volume element cancels the $1/q^2$ of the Coulomb potential, leaving
$$E=\frac12\int\frac{d^3q}{(2\pi)^3}\,\frac{4\pi}{q^2}\left(\frac1\varepsilon-1\right)=\frac1\pi\int_0^\infty\left(\frac1\varepsilon-1\right)dq .$$

With $a=\varepsilon_0/(\varepsilon_0-1)=1+1/(\varepsilon_0-1)$, the claim is
$$E=-\frac{1}{2\sqrt a\,\sqrt{b+2\sqrt{ac}}}.$$

First, $1/\varepsilon-1=D/(D+1)-1=-1/(D+1)=-1/P$, where $P(q)=a+bq^2+cq^4$. Put $\alpha=\sqrt a$, $\gamma=\sqrt c$, $s=\sqrt{b+2\alpha\gamma}$ and $u=\gamma q-\alpha/q$. Then
$$u^2+s^2=\frac{P}{q^2},\qquad du=\frac{\alpha+\gamma q^2}{q^2}\,dq .$$
As $q$ runs from $0$ to $\infty$, $u$ runs from $-\infty$ to $\infty$, so
$$\int_0^\infty\frac{\alpha+\gamma q^2}{P}\,dq=\int_{-\infty}^{\infty}\frac{du}{u^2+s^2}=\frac{\pi}{s}.$$

The two terms on the left contribute equally. Under $q=\alpha/(\gamma x)$ we have $P(q)=\alpha^2P(x)/(\gamma^2x^4)$ and $|dq|=\alpha\,dx/(\gamma x^2)$, hence
$$\alpha\int_0^\infty\frac{dq}{P(q)}=\gamma\int_0^\infty\frac{x^2}{P(x)}\,dx .$$
Each side is therefore $\pi/(2s)$, which gives $\int_0^\infty dq/P=\pi/(2\alpha s)$ and $E=-1/(2\alpha s)$.

For a numerical instance, take $\varepsilon_0=2$, $b=5$, $c=2$. Then $a=2$, $s=\sqrt{5+4}=3$ and $E=-1/(6\sqrt2)\approx-0.118$ hartree. Partial fractions agree:
$$\frac{1}{(2q^2+1)(q^2+2)}=\frac{2/3}{2q^2+1}-\frac{1/3}{q^2+2}$$
integrates to $\frac{\pi}{2\sqrt2}\left(\frac23-\frac13\right)=\frac{\pi}{6\sqrt2}$.

In a plane-wave COHSEX calculation the Coulomb-hole term can be written as half a sum, over momenta and pairs of reciprocal-lattice vectors, of the inverse dielectric matrix minus the identity, times the Coulomb interaction and weighted by Fourier components of the orbital density. For this homogeneous, isotropic model the matrix is diagonal, and the sum tends to the radial integral above as the sampling is refined and the cutoff raised, so the formula can test both.

## The integral in Lean

```lean
import Mathlib

open Real MeasureTheory Filter Topology

namespace StaticCoulombHole

noncomputable section
```

All quantities are real numbers. The first definition is $\varepsilon(q)$, with `ε₀`, `b` and `c` as parameters.

```lean
/-- Model static dielectric function of a semiconductor with macroscopic constant `ε₀`. -/
def dielectric (ε₀ b c q : ℝ) : ℝ := 1 + 1 / (1 / (ε₀ - 1) + b * q ^ 2 + c * q ^ 4)
```

The energy is an integral over the open half-line `Set.Ioi 0`. This definition fixes the prefactor and the atomic units; the reduction from three dimensions is not formalised.

```lean
/-- Static Coulomb-hole energy in atomic units, as a radial integral over momentum transfer. -/
def coulombHole (ε₀ b c : ℝ) : ℝ :=
  1 / π * ∫ q in Set.Ioi (0 : ℝ), (1 / dielectric ε₀ b c q - 1)
```

The quartic is written with $\alpha^2$ and $\gamma^2$, which keeps nested roots out of the algebra.

```lean
/-- The even quartic in the momentum `q` that appears in the screened interaction. -/
def quartic (α b γ q : ℝ) : ℝ := α ^ 2 + b * q ^ 2 + γ ^ 2 * q ^ 4
```

For $\alpha>0$, the condition $b+2\alpha\gamma>0$ is enough for positivity, so the integral lemmas also admit some negative $b$. The proof uses $P=(\gamma q^2-\alpha)^2+(b+2\alpha\gamma)q^2$.

```lean
/-- The quartic is positive at every momentum when `α` and `b + 2αγ` are positive. -/
theorem quartic_pos {α b γ : ℝ} (hα : 0 < α) (hs : 0 < b + 2 * α * γ) (q : ℝ) :
    0 < quartic α b γ q := by
  unfold quartic
  rcases eq_or_ne q 0 with rfl | hq
  · have h : α ^ 2 + b * 0 ^ 2 + γ ^ 2 * 0 ^ 4 = α ^ 2 := by ring
    rw [h]
    positivity
  · have h1 : 0 < (b + 2 * α * γ) * q ^ 2 := mul_pos hs (by positivity)
    nlinarith [sq_nonneg (γ * q ^ 2 - α)]
```

Next comes the substitution $u$, stated as a derivative. Step `e` is the identity $u^2+s^2=P/q^2$ divided by $s^2$.

```lean
/-- For positive `α` and `s` with `s² = b + 2αγ`, the function `arctan((γq - α/q)/s)/s` has
derivative `(α + γq²)` over the quartic at every `q > 0`. -/
theorem hasDerivAt_arctan_quartic {α b γ s q : ℝ} (hα : 0 < α) (hs : 0 < s)
    (hb : s ^ 2 = b + 2 * α * γ) (hq : 0 < q) :
    HasDerivAt (fun x : ℝ => Real.arctan ((γ * x - α * x⁻¹) / s) / s)
      ((α + γ * q ^ 2) / quartic α b γ q) q := by
  have hP : quartic α b γ q ≠ 0 := (quartic_pos hα (hb ▸ pow_pos hs 2) q).ne'
  have h1 : HasDerivAt (fun x : ℝ => (γ * x - α * x⁻¹) / s)
      ((γ * 1 - α * (-(q ^ 2)⁻¹)) / s) q :=
    (((hasDerivAt_id' q).const_mul γ).fun_sub
      ((hasDerivAt_inv hq.ne').const_mul α)).div_const s
  refine (h1.arctan.div_const s).congr_deriv ?_
  have e : 1 + ((γ * q - α * q⁻¹) / s) ^ 2 = quartic α b γ q / (s ^ 2 * q ^ 2) := by
    have hb' : b = s ^ 2 - 2 * α * γ := by linarith
    rw [quartic, hb']
    field_simp
    ring
  have e2 : γ * 1 - α * (-(q ^ 2)⁻¹) = (α + γ * q ^ 2) / q ^ 2 := by
    field_simp
    ring
  rw [e, e2]
  field_simp
```

The antiderivative is undefined by formula at $q=0$, so `F` takes its limit $-\pi/(2s)$ there. Since the integrand is nonnegative, the limits at both ends yield integrability as well as the value $\pi/s$.

```lean
/-- The symmetric combination `(α + γq²)` over the quartic is integrable over all momenta, with
integral `π / s`, for positive `α`, `γ` and `s` with `s² = b + 2αγ`. -/
theorem integral_symmetric {α b γ s : ℝ} (hα : 0 < α) (hγ : 0 < γ) (hs : 0 < s)
    (hb : s ^ 2 = b + 2 * α * γ) :
    IntegrableOn (fun q => (α + γ * q ^ 2) / quartic α b γ q) (Set.Ioi 0) ∧
      ∫ q in Set.Ioi (0 : ℝ), (α + γ * q ^ 2) / quartic α b γ q = π / s := by
  let f : ℝ → ℝ := fun x => Real.arctan ((γ * x - α * x⁻¹) / s) / s
  -- the antiderivative is extended to `q = 0` by its limit
  let F : ℝ → ℝ := Function.update f 0 (-(π / 2) / s)
  have hcont : ContinuousWithinAt F (Set.Ici 0) 0 := by
    refine continuousWithinAt_update_same.2 ?_
    rw [Set.Ici_sdiff_left]
    have h1 : Tendsto (fun x : ℝ => γ * x) (𝓝[>] 0) (𝓝 (γ * 0)) :=
      ((continuous_const.mul continuous_id).tendsto 0).mono_left nhdsWithin_le_nhds
    have h2 : Tendsto (fun x : ℝ => -(α * x⁻¹)) (𝓝[>] 0) atBot :=
      tendsto_neg_atTop_atBot.comp (tendsto_inv_nhdsGT_zero.const_mul_atTop hα)
    have h3 : Tendsto (fun x : ℝ => (γ * x - α * x⁻¹) / s) (𝓝[>] 0) atBot := by
      simp only [sub_eq_add_neg]
      exact (h1.add_atBot h2).atBot_div_const hs
    exact ((Real.tendsto_arctan_atBot.mono_right nhdsWithin_le_nhds).comp h3).div_const s
  have hderiv : ∀ x ∈ Set.Ioi (0 : ℝ),
      HasDerivAt F ((α + γ * x ^ 2) / quartic α b γ x) x := by
    intro x hx
    refine (hasDerivAt_arctan_quartic hα hs hb hx).congr_of_eventuallyEq ?_
    filter_upwards [Ioi_mem_nhds hx] with y hy
    exact Function.update_of_ne (ne_of_gt hy) _ _
  have hpos : ∀ x ∈ Set.Ioi (0 : ℝ), 0 ≤ (α + γ * x ^ 2) / quartic α b γ x := fun x _ =>
    div_nonneg (by positivity) (quartic_pos hα (hb ▸ pow_pos hs 2) x).le
  have hlim : Tendsto F atTop (𝓝 (π / 2 / s)) := by
    have h1 : Tendsto (fun x : ℝ => γ * x) atTop atTop := tendsto_id.const_mul_atTop hγ
    have h2 : Tendsto (fun x : ℝ => -(α * x⁻¹)) atTop (𝓝 (-(α * 0))) :=
      (tendsto_inv_atTop_zero.const_mul α).neg
    have h3 : Tendsto (fun x : ℝ => (γ * x - α * x⁻¹) / s) atTop atTop := by
      simp only [sub_eq_add_neg]
      exact (h1.atTop_add h2).atTop_div_const hs
    have h4 : Tendsto f atTop (𝓝 (π / 2 / s)) :=
      ((Real.tendsto_arctan_atTop.mono_right nhdsWithin_le_nhds).comp h3).div_const s
    refine h4.congr' ?_
    filter_upwards [eventually_gt_atTop (0 : ℝ)] with y hy
    exact (Function.update_of_ne (ne_of_gt hy) _ _).symm
  refine ⟨integrableOn_Ioi_deriv_of_nonneg hcont hderiv hpos hlim, ?_⟩
  rw [integral_Ioi_of_hasDerivAt_of_nonneg hcont hderiv hpos hlim]
  have h0 : F 0 = -(π / 2) / s := Function.update_self _ _ _
  rw [h0]
  ring
```

Integrability of $1/P$ follows by comparison with $\alpha^{-1}(\alpha+\gamma q^2)/P$. The inversion is carried out as a power substitution (`h1`) followed by a scaling (`h2`). With $J=\int_0^\infty dq/P$, `h4` reads $\pi/s-\alpha J=\alpha J$.

```lean
/-- For positive `α`, `γ` and `s`, the inverse quartic is integrable over all momenta, with integral
`π / (2αs)`, where `s² = b + 2αγ`. -/
theorem integral_inv_quartic {α b γ s : ℝ} (hα : 0 < α) (hγ : 0 < γ) (hs : 0 < s)
    (hb : s ^ 2 = b + 2 * α * γ) :
    IntegrableOn (fun q => 1 / quartic α b γ q) (Set.Ioi 0) ∧
      ∫ q in Set.Ioi (0 : ℝ), 1 / quartic α b γ q = π / (2 * α * s) := by
  have hP : ∀ q, 0 < quartic α b γ q := quartic_pos hα (hb ▸ pow_pos hs 2)
  obtain ⟨hT, hTval⟩ := integral_symmetric hα hγ hs hb
  have hI : IntegrableOn (fun q => 1 / quartic α b γ q) (Set.Ioi 0) := by
    have hc : Continuous (fun q => 1 / quartic α b γ q) :=
      continuous_const.div (by unfold quartic; fun_prop) (fun q => (hP q).ne')
    refine Integrable.mono' (hT.const_mul α⁻¹) hc.aestronglyMeasurable
      (Eventually.of_forall fun q => ?_)
    have hq := hP q
    rw [Real.norm_of_nonneg (by positivity), ← mul_div_assoc]
    refine div_le_div_of_nonneg_right ?_ hq.le
    rw [mul_add, inv_mul_cancel₀ hα.ne']
    have : 0 ≤ α⁻¹ * (γ * q ^ 2) := by positivity
    linarith
  refine ⟨hI, ?_⟩
  -- the inversion `q ↦ (α/γ)/q` exchanges the two parts of the symmetric integral
  have hk : 0 < α / γ := div_pos hα hγ
  have h1 := integral_comp_rpow_Ioi (fun y => 1 / quartic α b γ (α / γ * y))
    (show (-1 : ℝ) ≠ 0 by norm_num)
  have h2 := integral_comp_mul_left_Ioi (fun y => 1 / quartic α b γ y) 0 hk
  have h3 : ∫ x in Set.Ioi (0 : ℝ), (|(-1 : ℝ)| * x ^ ((-1 : ℝ) - 1)) •
        (1 / quartic α b γ (α / γ * x ^ (-1 : ℝ))) =
      ∫ x in Set.Ioi (0 : ℝ), γ / α ^ 2 *
        ((α + γ * x ^ 2) / quartic α b γ x - α * (1 / quartic α b γ x)) := by
    refine setIntegral_congr_fun measurableSet_Ioi (fun x hx => ?_)
    have hx0 : 0 < x := hx
    have hPx := (hP x).ne'
    have e2 : x ^ ((-1 : ℝ) - 1) = (x ^ 2)⁻¹ := by
      rw [show (-1 : ℝ) - 1 = -((2 : ℕ) : ℝ) by norm_num, Real.rpow_neg hx0.le,
        Real.rpow_natCast]
    have e3 : quartic α b γ (α / γ * x⁻¹) =
        α ^ 2 / (γ ^ 2 * x ^ 4) * quartic α b γ x := by
      unfold quartic
      field_simp
      ring
    simp only [e2, Real.rpow_neg_one, e3, abs_neg, abs_one, one_mul, smul_eq_mul]
    field_simp
    ring
  rw [h3, h2, integral_const_mul, integral_sub hT (hI.const_mul α), integral_const_mul,
    hTval, mul_zero, smul_eq_mul] at h1
  generalize (∫ q in Set.Ioi (0 : ℝ), 1 / quartic α b γ q) = J at h1 ⊢
  have h4 : π / s - α * J = α * J := by
    have h5 : γ / α ^ 2 * (π / s - α * J) = γ / α ^ 2 * (α * J) := by
      rw [h1]
      field_simp
    exact mul_left_cancel₀ (by positivity) h5
  have h6 : J = π / s / (2 * α) := by
    rw [eq_div_iff (by positivity)]
    linarith
  rw [h6, div_div]
  congr 1
  ring
```

The dielectric function now enters, through $1/\varepsilon-1=-1/P$.

```lean
/-- The screening part of the inverse dielectric function is minus an inverse quartic. -/
theorem inv_dielectric_sub_one {ε₀ b c : ℝ} (hε : 1 < ε₀) (hb : 0 ≤ b) (hc : 0 < c) (q : ℝ) :
    1 / dielectric ε₀ b c q - 1 = -(1 / quartic √(ε₀ / (ε₀ - 1)) b √c q) := by
  have h : 0 < ε₀ - 1 := by linarith
  have ha : ε₀ / (ε₀ - 1) = 1 / (ε₀ - 1) + 1 := by
    rw [div_add_one h.ne']
    congr 1
    ring
  have hD : 0 < 1 / (ε₀ - 1) + b * q ^ 2 + c * q ^ 4 := by positivity
  rw [quartic, Real.sq_sqrt (by positivity), Real.sq_sqrt hc.le, ha, dielectric,
    show 1 / (ε₀ - 1) + 1 + b * q ^ 2 + c * q ^ 4 =
      (1 / (ε₀ - 1) + b * q ^ 2 + c * q ^ 4) + 1 by ring]
  generalize 1 / (ε₀ - 1) + b * q ^ 2 + c * q ^ 4 = D at hD ⊢
  have hD1 : D + 1 ≠ 0 := by positivity
  rw [show 1 + 1 / D = (D + 1) / D by rw [add_div, div_self hD.ne'], one_div_div,
    div_sub_one hD1, ← neg_div]
  congr 1
  ring
```

The main theorem sets $\alpha=\sqrt a$ and $\gamma=\sqrt c$. Its first half states integrability explicitly. Lean assigns the value zero to the integral of a non-integrable function, so the nonzero energy in the second half also rules that case out.

```lean
/-- The Coulomb-hole integrand is integrable, and the static Coulomb-hole energy is
`-1 / (2 √a √(b + 2√(ac)))` with `a = ε₀ / (ε₀ - 1)`. -/
theorem coulombHole_eq {ε₀ b c : ℝ} (hε : 1 < ε₀) (hb : 0 ≤ b) (hc : 0 < c) :
    IntegrableOn (fun q => 1 / dielectric ε₀ b c q - 1) (Set.Ioi 0) ∧
      coulombHole ε₀ b c =
        -(1 / (2 * √(ε₀ / (ε₀ - 1)) * √(b + 2 * √(ε₀ / (ε₀ - 1) * c)))) := by
  have ha : 0 < ε₀ / (ε₀ - 1) := div_pos (by linarith) (by linarith)
  have hs : 0 < √(b + 2 * √(ε₀ / (ε₀ - 1) * c)) := by positivity
  have hsq : √(b + 2 * √(ε₀ / (ε₀ - 1) * c)) ^ 2 = b + 2 * √(ε₀ / (ε₀ - 1)) * √c := by
    rw [Real.sq_sqrt (by positivity), Real.sqrt_mul ha.le, mul_assoc]
  obtain ⟨hI, hval⟩ := integral_inv_quartic (Real.sqrt_pos.2 ha) (Real.sqrt_pos.2 hc) hs hsq
  unfold coulombHole
  simp only [inv_dielectric_sub_one hε hb hc]
  refine ⟨hI.neg, ?_⟩
  rw [integral_neg, hval, mul_neg, div_mul_div_comm, one_mul,
    div_mul_cancel_left₀ Real.pi_ne_zero, one_div]
```

At fixed $b$ and $c$, raising $\varepsilon_0$ lowers $a$, and with it both factors of the denominator. The hole becomes strictly deeper.

```lean
/-- At fixed `b` and `c`, a larger dielectric constant gives a strictly lower
Coulomb-hole energy. -/
theorem coulombHole_strictAnti {ε₁ ε₂ b c : ℝ} (h₁ : 1 < ε₁) (h₂ : ε₁ < ε₂)
    (hb : 0 ≤ b) (hc : 0 < c) : coulombHole ε₂ b c < coulombHole ε₁ b c := by
  rw [(coulombHole_eq h₁ hb hc).2, (coulombHole_eq (h₁.trans h₂) hb hc).2]
  have ha : 0 < ε₂ / (ε₂ - 1) := div_pos (by linarith) (by linarith)
  have hlt : ε₂ / (ε₂ - 1) < ε₁ / (ε₁ - 1) := by
    rw [div_lt_div_iff₀ (by linarith) (by linarith)]
    linarith
  have h3 := Real.sqrt_lt_sqrt ha.le hlt
  have h4 := Real.sqrt_le_sqrt (mul_le_mul_of_nonneg_right hlt.le hc.le)
  refine neg_lt_neg (one_div_lt_one_div_of_lt (by positivity) ?_)
  exact mul_lt_mul (by linarith) (Real.sqrt_le_sqrt (by linarith)) (by positivity)
    (by positivity)
```

As $\varepsilon_0\to\infty$, $a\to1$, and continuity of the closed form at $a=1$ gives the limit. Here $b$ and $c$ stay fixed. For $b>0$ the limiting model has $\varepsilon-1\approx 1/(bq^2)$ at small momentum, which is the Thomas–Fermi form for a metal.

```lean
/-- As the dielectric constant grows without bound, the Coulomb-hole energy tends to
`-1 / (2 √(b + 2√c))`. -/
theorem coulombHole_metallic_limit {b c : ℝ} (hb : 0 ≤ b) (hc : 0 < c) :
    Tendsto (fun ε₀ => coulombHole ε₀ b c) atTop (𝓝 (-(1 / (2 * √(b + 2 * √c))))) := by
  have ha : Tendsto (fun ε₀ : ℝ => ε₀ / (ε₀ - 1)) atTop (𝓝 1) := by
    have h1 : Tendsto (fun ε₀ : ℝ => 1 + (ε₀ - 1)⁻¹) atTop (𝓝 (1 + 0)) :=
      (tendsto_inv_atTop_zero.comp (tendsto_atTop_add_const_right _ (-1) tendsto_id)).const_add 1
    rw [add_zero] at h1
    refine h1.congr' ?_
    filter_upwards [eventually_gt_atTop (1 : ℝ)] with x hx
    have hx' : x - 1 ≠ 0 := by linarith
    rw [eq_div_iff hx', add_mul, inv_mul_cancel₀ hx']
    ring
  have hφ : ContinuousAt (fun a : ℝ => -(1 / (2 * √a * √(b + 2 * √(a * c))))) 1 := by
    refine (ContinuousAt.div (by fun_prop) (by fun_prop) ?_).neg
    positivity
  have h := hφ.tendsto.comp ha
  simp only [Real.sqrt_one, mul_one, one_mul] at h
  refine h.congr' ?_
  filter_upwards [eventually_gt_atTop (1 : ℝ)] with x hx
  exact (coulombHole_eq hx hb hc).2.symm

end

end StaticCoulombHole
```

```lean
#print axioms StaticCoulombHole.coulombHole_strictAnti
#print axioms StaticCoulombHole.coulombHole_metallic_limit
```

```
'StaticCoulombHole.coulombHole_strictAnti' depends on axioms: [propext, Classical.choice, Quot.sound]
'StaticCoulombHole.coulombHole_metallic_limit' depends on axioms: [propext, Classical.choice, Quot.sound]
```
